# A vector that factorises on two fermionic modes has ⟨c_i⟩ = 0 or ⟨c_j⟩ = 0

## States, operators and the anticommutation relations

In Lean 4 with Mathlib:

```lean
import Mathlib

open scoped InnerProductSpace
open ComplexConjugate Matrix

namespace FermionicProductStates

noncomputable section

variable {E : Type*} [NormedAddCommGroup E] [InnerProductSpace ℂ E] {ι : Type*}
```

`E` is the state space, a complex vector space with an inner product. Its dimension is arbitrary and it is not assumed complete. `ι` is the set of mode labels. The bracket `⟪x, y⟫_ℂ` is ⟨x, y⟩, conjugate-linear in x and linear in y as in Dirac notation, and `conj` is complex conjugation, written z* below.

```lean
/-- Expectation value `⟨v, X v⟩` of the operator `X` in the vector `v`. -/
def ev (v : E) (X : Module.End ℂ E) : ℂ := ⟪v, X v⟫_ℂ
```

`Module.End ℂ E` is the type of linear maps from `E` to itself, defined on every vector, and `*` between such maps is the operator product. The definition reads

⟨X⟩ = ⟨v, Xv⟩.

There is no division by ‖v‖², so this is the physical expectation value when v is a unit vector. The general theorems below hold for every v, normalised or not.

```lean
/-- Connected correlation `⟨X Y⟩ - ⟨X⟩⟨Y⟩` in the vector `v`. -/
def cov (v : E) (X Y : Module.End ℂ E) : ℂ := ev v (X * Y) - ev v X * ev v Y
```

The connected correlation is

cov(X, Y) = ⟨XY⟩ − ⟨X⟩⟨Y⟩,

with the operators in that order.

```lean
/-- `Xd` is adjoint to `X`: `⟨Xd x, y⟩ = ⟨x, X y⟩` for all vectors. -/
def IsAdjointPair (X Xd : Module.End ℂ E) : Prop :=
  ∀ x y : E, ⟪Xd x, y⟫_ℂ = ⟪x, X y⟫_ℂ
```

`Xd` plays the part of X†. The adjoint is not constructed: a second operator is supplied together with the property ⟨X†x, y⟩ = ⟨x, Xy⟩ for all vectors x and y.

```lean
/-- Canonical anticommutation relations for annihilators `c i` with adjoints `cd i`. -/
structure IsCAR [DecidableEq ι] (c cd : ι → Module.End ℂ E) : Prop where
  adjoint : ∀ i, IsAdjointPair (c i) (cd i)
  anti : ∀ i j, c i * c j + c j * c i = 0
  mixed : ∀ i j, c i * cd j + cd j * c i = if i = j then 1 else 0
```

A `structure` of this kind is a list of named hypotheses. The operators `c i` and `cd i` are the annihilator c_i and the creator c_i† of mode i. With {A, B} = AB + BA and the Kronecker symbol δ_ij, the fields `anti` and `mixed` say

{c_i, c_j} = 0,  {c_i, c_j†} = δ_ij.

These relations encode Fermi statistics: exchanging two fermions changes the sign of the state, and i = j in `anti` gives c_i² = 0, the exclusion principle. The relation {c_i†, c_j†} = 0 is not listed, since it is the adjoint of `anti`.

```lean
/-- The vector `v` factorises on modes `i`, `j`: `⟨x y⟩ = ⟨x⟩⟨y⟩` for `x` in `{c i, cd i}`
and `y` in `{c j, cd j}`. -/
def Factorizes (v : E) (c cd : ι → Module.End ℂ E) (i j : ι) : Prop :=
  ∀ x ∈ ({c i, cd i} : Set (Module.End ℂ E)), ∀ y ∈ ({c j, cd j} : Set (Module.End ℂ E)),
    ev v (x * y) = ev v x * ev v y
```

This is what "product state" means here: four equations ⟨xy⟩ = ⟨x⟩⟨y⟩, with x equal to c_i or c_i† and y equal to c_j or c_j†. It expresses statistical independence of the two modes at the level of single ladder operators. It sets no separate condition on longer products such as n_i n_j, where n_i = c_i†c_i is the number operator of mode i, and no tensor-product structure on `E` is involved.

```lean
/-- Ensemble average `∑ₖ pₖ ⟨vₖ, X vₖ⟩` over finitely many vectors with real weights. -/
def ensEv {κ : Type*} [Fintype κ] (p : κ → ℝ) (v : κ → E) (X : Module.End ℂ E) : ℂ :=
  ∑ k, (p k : ℂ) * ev (v k) X
```

For finitely many vectors v_k with real weights p_k the average is Σ_k p_k ⟨v_k, X v_k⟩, which is Tr(ρX) for the operator ρ = Σ_k p_k |v_k⟩⟨v_k|. The weights need not be positive or sum to one. A finite statistical mixture, with ρ its density operator, is the special case of unit vectors v_k and nonnegative weights that sum to one.

## The exchange sign and the correlation identity

```lean
/-- The expectation value of the adjoint is the complex conjugate: `⟨X†⟩ = conj ⟨X⟩`. -/
theorem ev_adjoint {X Xd : Module.End ℂ E} (h : IsAdjointPair X Xd) (v : E) :
    ev v Xd = conj (ev v X) := by
  unfold ev
  rw [← h v v, inner_conj_symm]
```

After the colon stands the claim, and after `by` the proof. By hand,

⟨v, X†v⟩ = ⟨X†v, v⟩* = ⟨v, Xv⟩*.

The term `h v v` is the adjoint property at x = y = v, which gives the second equality, and `inner_conj_symm` is the first.

```lean
/-- Taking adjoints reverses products: `X† Y†` is adjoint to `Y X`. -/
theorem adjoint_mul {X Xd Y Yd : Module.End ℂ E} (hX : IsAdjointPair X Xd)
    (hY : IsAdjointPair Y Yd) : IsAdjointPair (Y * X) (Xd * Yd) :=
  fun x y => (hX (Yd x) y).trans (hY x (X y))
```

The rule (YX)† = X†Y† follows by moving one operator at a time across the bracket:

⟨X†Y†x, y⟩ = ⟨Y†x, Xy⟩ = ⟨x, YXy⟩.

The two equalities are `hX (Yd x) y` and `hY x (X y)`, chained by `.trans`.

```lean
/-- For anticommuting `X`, `Y` the connected correlations obey
`cov(X, Y) + conj cov(X†, Y†) = -2 ⟨X⟩⟨Y⟩`. -/
theorem cov_identity {X Xd Y Yd : Module.End ℂ E} (hX : IsAdjointPair X Xd)
    (hY : IsAdjointPair Y Yd) (hanti : X * Y + Y * X = 0) (v : E) :
    cov v X Y + conj (cov v Xd Yd) = -2 * (ev v X * ev v Y) := by
  -- ⟨X† Y†⟩ = conj ⟨Y X⟩, and the exchange of X and Y costs a sign
  have h1 := ev_adjoint (adjoint_mul hX hY) v
  have hswap : Y * X = -(X * Y) := eq_neg_of_add_eq_zero_right hanti
  have h2 : ev v (Y * X) = -ev v (X * Y) := by
    rw [hswap]
    simp [ev]
  unfold cov
  rw [h1, h2, ev_adjoint hX v, ev_adjoint hY v]
  simp only [map_sub, map_mul, map_neg, Complex.conj_conj]
  ring
```

Let X and Y have adjoints and anticommute, XY + YX = 0. The two previous results and the exchange sign give

⟨X†Y†⟩ = ⟨YX⟩* = −⟨XY⟩*,

⟨X†⟩⟨Y†⟩ = (⟨X⟩⟨Y⟩)*.

Subtracting and conjugating,

cov(X†, Y†)* = −⟨XY⟩ − ⟨X⟩⟨Y⟩.

Adding cov(X, Y) = ⟨XY⟩ − ⟨X⟩⟨Y⟩ cancels ⟨XY⟩:

cov(X, Y) + cov(X†, Y†)* = −2⟨X⟩⟨Y⟩.

In the proof `h1` is ⟨X†Y†⟩ = ⟨YX⟩* and `h2` is ⟨YX⟩ = −⟨XY⟩. The command `rw` substitutes these, `simp only` distributes the conjugation, and `ring` performs the final cancellation.

```lean
/-- For anticommuting `X`, `Y`: `2 |⟨X⟩| |⟨Y⟩| ≤ |cov(X, Y)| + |cov(X†, Y†)|`. -/
theorem amplitude_bound {X Xd Y Yd : Module.End ℂ E} (hX : IsAdjointPair X Xd)
    (hY : IsAdjointPair Y Yd) (hanti : X * Y + Y * X = 0) (v : E) :
    2 * (‖ev v X‖ * ‖ev v Y‖) ≤ ‖cov v X Y‖ + ‖cov v Xd Yd‖ := by
  have h := norm_add_le (cov v X Y) (conj (cov v Xd Yd))
  rw [cov_identity hX hY hanti v] at h
  simpa [norm_mul] using h
```

On a complex number `‖·‖` is the modulus. The triangle inequality `norm_add_le` applied to the left side of the identity, together with |z*| = |z|, yields

2 |⟨X⟩| |⟨Y⟩| ≤ |cov(X, Y)| + |cov(X†, Y†)|.

If both amplitudes are nonzero, the two connected correlations therefore cannot both vanish: at least one of them has modulus |⟨X⟩| |⟨Y⟩| or more. The bound limits their sum, not cov(X, Y) alone.

## One amplitude vanishes

```lean
/-- If `v` factorises on the fermionic modes `i` and `j`, then `⟨c i⟩ = 0` or `⟨c j⟩ = 0`. -/
theorem product_state_amplitude [DecidableEq ι] {c cd : ι → Module.End ℂ E} (hc : IsCAR c cd)
    {v : E} {i j : ι} (hf : Factorizes v c cd i j) : ev v (c i) = 0 ∨ ev v (c j) = 0 := by
  have h := cov_identity (hc.adjoint i) (hc.adjoint j) (hc.anti i j) v
  -- both connected correlations vanish in a factorising vector
  have e1 : cov v (c i) (c j) = 0 := sub_eq_zero.2 (hf (c i) (by simp) (c j) (by simp))
  have e2 : cov v (cd i) (cd j) = 0 := sub_eq_zero.2 (hf (cd i) (by simp) (cd j) (by simp))
  rw [e1, e2, map_zero] at h
  apply mul_eq_zero.1
  linear_combination (1 / 2 : ℂ) * h
```

In words: if the operators obey the anticommutation relations and v factorises on modes i and j, then ⟨c_i⟩ = 0 or ⟨c_j⟩ = 0, where `∨` is the inclusive or. Put X = c_i and Y = c_j in the identity. Factorisation makes cov(c_i, c_j) and cov(c_i†, c_j†) zero, which are `e1` and `e2`, and what remains is

0 = −2⟨c_i⟩⟨c_j⟩.

`linear_combination (1 / 2 : ℂ) * h` divides by two, and `mul_eq_zero` is the fact that a vanishing product of complex numbers has a vanishing factor. The proof uses two of the four factorisation equations and the fields `adjoint` and `anti`; the field `mixed` is never called upon. The case of interest is i ≠ j, although the statement does not demand it.

The result bears on how independence of fermionic modes can be defined, for instance in a qubit simulation where the register may hold superpositions of even and odd particle number: under this four-equation criterion on single ladder operators, two independent modes cannot both carry a nonzero amplitude ⟨c⟩. For actual fermions the parity superselection rule excludes superpositions of even and odd particle number. Since c_i takes a vector of definite parity to one of the opposite parity, which is orthogonal to it, every ⟨c_i⟩ is zero in a state of definite parity and in any mixture of such states, whether or not it factorises. The conclusion is then automatic, and the theorem has content only for vectors that mix the two parities.

```lean
/-- If `v` factorises on the fermionic modes `i` and `j`, then `⟨x y⟩ = 0` for `x` in
`{c i, cd i}` and `y` in `{c j, cd j}`. -/
theorem cross_correlations_vanish [DecidableEq ι] {c cd : ι → Module.End ℂ E}
    (hc : IsCAR c cd) {v : E} {i j : ι} (hf : Factorizes v c cd i j) :
    ∀ x ∈ ({c i, cd i} : Set (Module.End ℂ E)), ∀ y ∈ ({c j, cd j} : Set (Module.End ℂ E)),
      ev v (x * y) = 0 := by
  intro x hx y hy
  rw [hf x hx y hy]
  have hi := ev_adjoint (hc.adjoint i) v
  have hj := ev_adjoint (hc.adjoint j) v
  rcases product_state_amplitude hc hf with h | h <;> rcases hx with rfl | rfl <;>
    rcases hy with rfl | rfl <;> simp [h, hi, hj]
```

All four cross correlations vanish. Suppose ⟨c_i⟩ = 0. Then ⟨c_i†⟩ = ⟨c_i⟩* = 0 as well, so ⟨x⟩ = 0 for both choices of x and ⟨xy⟩ = ⟨x⟩⟨y⟩ = 0. The case ⟨c_j⟩ = 0 is the same with y. The three `rcases` split into these 2 × 2 × 2 cases, and `simp` closes each.

```lean
/-- If `v` factorises on every ordered pair `i < j` of fermionic modes, then at most one mode
has `⟨c i⟩ ≠ 0`. -/
theorem at_most_one_amplitude [DecidableEq ι] [LinearOrder ι] {c cd : ι → Module.End ℂ E}
    (hc : IsCAR c cd) {v : E} (hf : ∀ i j, i < j → Factorizes v c cd i j) :
    Set.Subsingleton {i | ev v (c i) ≠ 0} := by
  intro i hi j hj
  by_contra hne
  rcases lt_or_gt_of_ne hne with h | h
  · exact (product_state_amplitude hc (hf i j h)).elim hi hj
  · exact (product_state_amplitude hc (hf j i h)).elim hj hi
```

The labels now carry a total order and may be infinite in number. `Set.Subsingleton` says that a set has at most one element, the empty set included. Factorisation is assumed only in the order i < j. If two different modes had nonzero amplitude, one label would be the smaller, and the main theorem applied to that ordered pair would force one of the two amplitudes to zero. `by_contra` opens this contradiction and `lt_or_gt_of_ne` decides which label is smaller.

```lean
/-- If the ensemble averages of `c i c j` and of `cd i cd j` factorise, then the ensemble
average of `c i` or that of `c j` vanishes. -/
theorem ensemble_amplitude [DecidableEq ι] {κ : Type*} [Fintype κ]
    {c cd : ι → Module.End ℂ E} (hc : IsCAR c cd) (p : κ → ℝ) (v : κ → E) (i j : ι)
    (h1 : ensEv p v (c i * c j) = ensEv p v (c i) * ensEv p v (c j))
    (h2 : ensEv p v (cd i * cd j) = ensEv p v (cd i) * ensEv p v (cd j)) :
    ensEv p v (c i) = 0 ∨ ensEv p v (c j) = 0 := by
  -- real weights keep the average Hermitian
  have hadj : ∀ X Xd : Module.End ℂ E, IsAdjointPair X Xd →
      ensEv p v Xd = conj (ensEv p v X) := by
    intro X Xd h
    simp only [ensEv, map_sum, map_mul, Complex.conj_ofReal, ev_adjoint h]
  have hswap : c j * c i = -(c i * c j) := eq_neg_of_add_eq_zero_right (hc.anti i j)
  have hneg : ensEv p v (c j * c i) = -ensEv p v (c i * c j) := by
    rw [hswap]
    simp [ensEv, ev]
  rw [hadj _ _ (adjoint_mul (hc.adjoint i) (hc.adjoint j)), hadj _ _ (hc.adjoint i),
    hadj _ _ (hc.adjoint j), hneg, h1] at h2
  have h3 := congrArg conj h2
  simp only [map_mul, map_neg, Complex.conj_conj] at h3
  apply mul_eq_zero.1
  linear_combination (-1 / 2 : ℂ) * h3
```

Let ⟨·⟩ now denote the ensemble average. Only the two equations that matter are assumed, `h1` for c_i c_j and `h2` for c_i† c_j†. Since the weights are real, ⟨X†⟩ = ⟨X⟩* survives the sum, which is `hadj`, and linearity gives ⟨c_j c_i⟩ = −⟨c_i c_j⟩, which is `hneg`. With a = ⟨c_i⟩ and b = ⟨c_j⟩, the left side of `h2` becomes (−ab)* and the right side a*b*. Conjugating gives `h3`,

−ab = ab,

so ab = 0. The factorisation is a property of the averages; the individual v_k need not factorise.

## Two modes on four-dimensional space

```lean
/-- The operator on the two-qubit space `ℂ⁴` given by a `4 × 4` matrix. -/
def op (M : Matrix (Fin 4) (Fin 4) ℂ) : Module.End ℂ (EuclideanSpace ℂ (Fin 4)) where
  toFun x := WithLp.toLp 2 (M *ᵥ x.ofLp)
  map_add' x y := by simp [Matrix.mulVec_add]
  map_smul' a x := by simp [Matrix.mulVec_smul]
```

`op M` is the operator x ↦ Mx on ℂ⁴ with the standard inner product. Components are numbered 0 to 3 and stand for |00⟩, |01⟩, |10⟩, |11⟩, where the first digit is the occupation of mode 0 and the second that of mode 1.

```lean
/-- Jordan-Wigner annihilators `a ⊗ 1` and `Z ⊗ a` in the basis `00, 01, 10, 11`. -/
def jw : Fin 2 → Matrix (Fin 4) (Fin 4) ℂ :=
  ![!![0, 0, 1, 0; 0, 0, 0, 1; 0, 0, 0, 0; 0, 0, 0, 0],
    !![0, 1, 0, 0; 0, 0, 0, 0; 0, 0, 0, -1; 0, 0, 0, 0]]
```

With a = |0⟩⟨1| and Z = diag(1, −1), these are c₀ = a ⊗ 1 and c₁ = Z ⊗ a. Their nonzero actions are

c₀|10⟩ = |00⟩,  c₀|11⟩ = |01⟩,  c₁|01⟩ = |00⟩,  c₁|11⟩ = −|10⟩.

```lean
/-- Qubit lowering operators `a ⊗ 1` and `1 ⊗ a` in the basis `00, 01, 10, 11`. -/
def lower : Fin 2 → Matrix (Fin 4) (Fin 4) ℂ :=
  ![!![0, 0, 1, 0; 0, 0, 0, 1; 0, 0, 0, 0; 0, 0, 0, 0],
    !![0, 1, 0, 0; 0, 0, 0, 0; 0, 0, 0, 1; 0, 0, 0, 0]]
```

The qubit lowering operators σ₀ = a ⊗ 1 and σ₁ = 1 ⊗ a differ from c₀ and c₁ in a single sign: σ₁|11⟩ = +|10⟩.

```lean
/-- The vector `(3|00⟩ + 4|10⟩) / 5`. -/
def psi : EuclideanSpace ℂ (Fin 4) := !₂[3 / 5, 0, 4 / 5, 0]
```

ψ = (3|00⟩ + 4|10⟩)/5 has mode 1 empty and mode 0 in a superposition of empty and filled. Its squared norm is 9/25 + 16/25 = 1. It superposes zero and one particle, so it is a state of the two-qubit register but not one allowed for actual fermions by parity superselection.

```lean
/-- The vector `(|00⟩ + |01⟩ + |10⟩ + |11⟩) / 2`. -/
def uniform : EuclideanSpace ℂ (Fin 4) := !₂[1 / 2, 1 / 2, 1 / 2, 1 / 2]
```

u = (|00⟩ + |01⟩ + |10⟩ + |11⟩)/2 is the tensor product of two copies of (|0⟩ + |1⟩)/√2.

## Only one amplitude is forced to vanish

```lean
/-- The Jordan-Wigner operators obey the CAR, and the unit vector `psi` factorises on the two
modes while the first annihilator has expectation value `12/25`. -/
theorem product_state_witness :
    IsCAR (fun i => op (jw i)) (fun i => op (jw i)ᴴ) ∧ ‖psi‖ = 1 ∧
      Factorizes psi (fun i => op (jw i)) (fun i => op (jw i)ᴴ) 0 1 ∧
      ev psi (op (jw 0)) = 12 / 25 := by
  have hmul : ∀ M N, op M * op N = op (M * N) := fun M N =>
    LinearMap.ext fun x => by simp [op, Matrix.mulVec_mulVec]
  have hadd : ∀ M N, op M + op N = op (M + N) := fun M N =>
    LinearMap.ext fun x => by simp [op, Matrix.add_mulVec]
  have hone : op 1 = 1 := LinearMap.ext fun x => by simp [op]
  have hzero : op 0 = 0 := LinearMap.ext fun x => by simp [op]
  have hadj : ∀ M, IsAdjointPair (op M) (op Mᴴ) := fun M x y => by
    simp [op, PiLp.inner_apply, Matrix.mulVec, dotProduct, Fin.sum_univ_four]
    ring
  -- the anticommutators at the level of matrices
  have h1 : ∀ i j, jw i * jw j + jw j * jw i = 0 := by
    intro i j
    fin_cases i <;> fin_cases j <;> ext a b <;> fin_cases a <;> fin_cases b <;>
      simp [jw]
  have h2 : ∀ i j, jw i * (jw j)ᴴ + (jw j)ᴴ * jw i = if i = j then 1 else 0 := by
    intro i j
    ext a b
    simp only [Matrix.add_apply, Matrix.mul_apply, Fin.sum_univ_four,
      Matrix.conjTranspose_apply]
    fin_cases i <;> fin_cases j <;> fin_cases a <;> fin_cases b <;>
      simp [jw]
  refine ⟨⟨fun i => hadj _, fun i j => ?_, fun i j => ?_⟩, ?_, ?_, ?_⟩
  · rw [hmul, hmul, hadd, h1, hzero]
  · rw [hmul, hmul, hadd, h2]
    split_ifs
    · exact hone
    · exact hzero
  · rw [EuclideanSpace.norm_eq, Real.sqrt_eq_one]
    simp [psi, Fin.sum_univ_four]
    norm_num
  · rintro x (rfl | rfl) y (rfl | rfl) <;>
      simp [ev, op, jw, psi, PiLp.inner_apply, Matrix.mulVec, dotProduct, Matrix.mul_apply,
        Fin.sum_univ_four]
  · simp [ev, op, jw, psi, PiLp.inner_apply, dotProduct, Fin.sum_univ_four, map_ofNat]
    norm_num
```

`ᴴ` is the conjugate transpose and `∧` joins four claims: the Jordan-Wigner operators satisfy `IsCAR`, ψ is a unit vector, it factorises on modes 0 and 1, and ⟨c₀⟩ = 12/25. The "or" of the main theorem therefore cannot, for general vectors that may mix the two parities, be strengthened to "and". By hand,

c₀ψ = (4/5)|00⟩,  ⟨c₀⟩ = (3/5)(4/5) = 12/25,

c₁ψ = 0,  c₁†ψ = (3|01⟩ − 4|11⟩)/5.

The last vector is orthogonal to ψ, so ⟨c₁⟩ = ⟨c₁†⟩ = 0 and all four products ⟨x⟩⟨y⟩ vanish. On the other side xc₁ψ = 0, while c₀c₁†ψ = −(4/5)|01⟩ and c₀†c₁†ψ = (3/5)|11⟩ are both orthogonal to ψ. In the proof `hmul`, `hadd` and `hadj` translate operator products, sums and adjoints into matrix ones, and `h1`, `h2` check the anticommutators entry by entry, with `fin_cases` running through all index values.

The same matrices illustrate what happens without factorisation, in an example that is computed here and is not among the theorems. For w = (|00⟩ + |01⟩ + |10⟩)/√3, which like ψ mixes even and odd particle number and so is a register state rather than an admissible fermionic one, one finds ⟨c₀⟩ = ⟨c₁⟩ = 1/3. The operator c₀c₁ annihilates w, which has no |11⟩ component, and c₀†c₁†w is proportional to |11⟩, so ⟨c₀c₁⟩ = ⟨c₀†c₁†⟩ = 0. Both connected correlations equal −1/9, their sum is −2/9 = −2⟨c₀⟩⟨c₁⟩, and the bound holds with equality.

## Commuting modes can keep both amplitudes

```lean
/-- The two qubit lowering operators commute, and the unit vector `uniform` factorises on them
while both have expectation value `1/2`. -/
theorem commuting_modes_counterexample :
    lower 0 * lower 1 = lower 1 * lower 0 ∧ ‖uniform‖ = 1 ∧
      Factorizes uniform (fun i => op (lower i)) (fun i => op (lower i)ᴴ) 0 1 ∧
      ev uniform (op (lower 0)) = 1 / 2 ∧ ev uniform (op (lower 1)) = 1 / 2 := by
  refine ⟨?_, ?_, ?_, ?_, ?_⟩
  · ext a b
    simp only [Matrix.mul_apply, Fin.sum_univ_four]
    fin_cases a <;> fin_cases b <;> simp [lower]
  · rw [EuclideanSpace.norm_eq, Real.sqrt_eq_one]
    simp [uniform, Fin.sum_univ_four]
    norm_num
  · rintro x (rfl | rfl) y (rfl | rfl) <;>
      simp [ev, op, lower, uniform, PiLp.inner_apply, Matrix.mulVec, dotProduct,
        Matrix.mul_apply, Fin.sum_univ_four, map_ofNat] <;> norm_num
  · simp [ev, op, lower, uniform, PiLp.inner_apply, dotProduct, Fin.sum_univ_four, map_ofNat]
    norm_num
  · simp [ev, op, lower, uniform, PiLp.inner_apply, dotProduct, Fin.sum_univ_four, map_ofNat]
    norm_num

end

end FermionicProductStates
```

Here anticommutation between the two modes is replaced by σ₀σ₁ = σ₁σ₀, the unit vector u factorises, and the conclusion fails, since both amplitudes equal 1/2. By hand,

σ₀u = (|00⟩ + |01⟩)/2,  ⟨σ₀⟩ = 1/4 + 1/4 = 1/2,

σ₁u = (|00⟩ + |10⟩)/2,  ⟨σ₁⟩ = 1/2.

Each of σ₀σ₁, σ₀σ₁†, σ₀†σ₁ and σ₀†σ₁† maps exactly one basis vector to one basis vector with coefficient +1, for example σ₀σ₁|11⟩ = |00⟩, so each has expectation value (1/2)(1/2) = 1/4 = ⟨x⟩⟨y⟩. The argument breaks at the exchange step: for commuting operators ⟨X†Y†⟩ = +⟨XY⟩*, the two factorisation equations are complex conjugates of each other, and no condition on ⟨X⟩⟨Y⟩ results. The proof again expands everything in components, `rintro x (rfl | rfl) y (rfl | rfl)` producing the four factorisation equations.

```lean
#print axioms FermionicProductStates.cross_correlations_vanish
-- 'FermionicProductStates.cross_correlations_vanish' depends on axioms: [propext, Classical.choice, Quot.sound]
#print axioms FermionicProductStates.at_most_one_amplitude
-- 'FermionicProductStates.at_most_one_amplitude' depends on axioms: [propext, Classical.choice, Quot.sound]
#print axioms FermionicProductStates.ensemble_amplitude
-- 'FermionicProductStates.ensemble_amplitude' depends on axioms: [propext, Classical.choice, Quot.sound]
#print axioms FermionicProductStates.commuting_modes_counterexample
-- 'FermionicProductStates.commuting_modes_counterexample' depends on axioms: [propext, Classical.choice, Quot.sound]
```
